# At K, a honeycomb lattice with central springs has two in-plane phonons confined to single sublattices

The dynamical matrix is written directly at the Brillouin-zone corner K, as a 4×4 complex matrix for the in-plane motion of the two atoms A and B in a cell, so the bond phases are given as data and not derived from an infinite lattice. Only nearest-neighbour central springs act, each at its natural length in equilibrium, and the masses are arbitrary positive numbers.

```lean
import Mathlib

open Matrix
open Complex (I)

namespace HoneycombValleyPhonons

noncomputable section

/-- Unit vector along the bond `j`, at angle `2πj/3`. -/
def bond (j : Fin 3) : Fin 2 → ℂ :=
  ![(Real.cos (2 * Real.pi * ((j : ℕ) : ℝ) / 3) : ℂ),
    (Real.sin (2 * Real.pi * ((j : ℕ) : ℝ) / 3) : ℂ)]

/-- The Bloch phase `w = exp(2πi/3)` between neighbouring bonds at the point K. -/
def valleyPhase : ℂ := Complex.exp (((2 * Real.pi / 3 : ℝ) : ℂ) * I)

/-- The phased sum of bond projectors, `∑ w^j d_j d_jᵀ`. -/
def bondSum : Matrix (Fin 2) (Fin 2) ℂ :=
  ∑ j : Fin 3, valleyPhase ^ (j : ℕ) • vecMulVec (bond j) (bond j)

/-- The block `D_AB` coupling the two sublattices, for positive masses. -/
def intersite (k mA mB : ℝ) : Matrix (Fin 2) (Fin 2) ℂ :=
  (-(k / (√(mA * mB) : ℝ)) : ℂ) • bondSum

/-- The dynamical matrix at K for spring constant `k` and positive masses `mA`, `mB`. -/
def dynamicalK (k mA mB : ℝ) : Matrix (Fin 2 ⊕ Fin 2) (Fin 2 ⊕ Fin 2) ℂ :=
  fromBlocks ((3 * k / (2 * mA) : ℂ) • 1) (intersite k mA mB)
    (intersite k mA mB)ᴴ ((3 * k / (2 * mB) : ℂ) • 1)

/-- Mass-weighted displacement `(a, b)` of atom A and `(c, d)` of atom B. -/
def displacement (a b c d : ℂ) : Fin 2 ⊕ Fin 2 → ℂ := Sum.elim ![a, b] ![c, d]

/-- Atom A moves along `(1, i)` with amplitude `a`, atom B along `(1, -i)` with amplitude `b`. -/
def decoupled (a b : ℂ) : Fin 2 ⊕ Fin 2 → ℂ := displacement a (I * a) b (-I * b)

/-- Atom A moves along `(1, -i)` with amplitude `a`, atom B along `(1, i)` with amplitude `b`. -/
def coupled (a b : ℂ) : Fin 2 ⊕ Fin 2 → ℂ := displacement a (-I * a) b (I * b)

/-- The four modes at K: A only, B only, and two modes in which both atoms move. -/
def mode (mA mB : ℝ) : Fin 2 ⊕ Fin 2 → Fin 2 ⊕ Fin 2 → ℂ :=
  Sum.elim ![decoupled 1 0, decoupled 0 1]
    ![coupled (√mA : ℝ) (√mB : ℝ), coupled (√mB : ℝ) (-(√mA : ℝ))]

/-- Twice the sum over the atoms of the imaginary part of `conj(u_x) u_y`, divided by the squared
norm of a nonzero displacement `u`. For a mode of positive frequency this is the phonon angular
momentum about the normal of the sheet, in units of `ħ`. -/
def angularMomentum (u : Fin 2 ⊕ Fin 2 → ℂ) : ℝ :=
  (2 * (star (u (.inl 0)) * u (.inl 1)).im + 2 * (star (u (.inr 0)) * u (.inr 1)).im) /
    ∑ i, Complex.normSq (u i)

/-- The phased bond sum at K is `3/4` times the matrix with rows `(1, -i)` and `(-i, -1)`. -/
theorem bondSum_eq : bondSum = !![3 / 4, -(3 / 4) * I; -(3 / 4) * I, -(3 / 4)] := by
  have c1 : Real.cos (2 * Real.pi / 3) = -(1 / 2) := by
    rw [show 2 * Real.pi / 3 = Real.pi - Real.pi / 3 by ring, Real.cos_pi_sub,
      Real.cos_pi_div_three]
  have s1 : Real.sin (2 * Real.pi / 3) = √3 / 2 := by
    rw [show 2 * Real.pi / 3 = Real.pi - Real.pi / 3 by ring, Real.sin_pi_sub,
      Real.sin_pi_div_three]
  have c2 : Real.cos (2 * Real.pi * 2 / 3) = -(1 / 2) := by
    rw [show 2 * Real.pi * 2 / 3 = Real.pi / 3 + Real.pi by ring, Real.cos_add_pi,
      Real.cos_pi_div_three]
  have s2 : Real.sin (2 * Real.pi * 2 / 3) = -(√3 / 2) := by
    rw [show 2 * Real.pi * 2 / 3 = Real.pi / 3 + Real.pi by ring, Real.sin_add_pi,
      Real.sin_pi_div_three]
  have r3 : ((√3 : ℝ) : ℂ) ^ 2 = 3 := by
    rw [← Complex.ofReal_pow, Real.sq_sqrt (by norm_num)]; norm_num
  have b0 : bond 0 = ![1, 0] := by simp [bond]
  have b1 : bond 1 = ![-(1 / 2), ((√3 : ℝ) : ℂ) / 2] := by
    simp only [bond, Fin.val_one, Nat.cast_one, mul_one, c1, s1]; push_cast; rfl
  have b2 : bond 2 = ![-(1 / 2), -(((√3 : ℝ) : ℂ) / 2)] := by
    simp only [bond, Fin.val_two, Nat.cast_ofNat, c2, s2]; push_cast; rfl
  have w1 : valleyPhase = -(1 / 2) + ((√3 : ℝ) : ℂ) / 2 * I := by
    rw [valleyPhase, Complex.exp_mul_I, ← Complex.ofReal_cos, ← Complex.ofReal_sin, c1, s1]
    push_cast; rfl
  have w2 : valleyPhase ^ 2 = -(1 / 2) - ((√3 : ℝ) : ℂ) / 2 * I := by
    rw [w1]; linear_combination (I ^ 2 / 4) * r3 + (3 / 4) * Complex.I_sq
  have h : ∀ a b, bondSum a b = bond 0 a * bond 0 b + valleyPhase * (bond 1 a * bond 1 b)
      + valleyPhase ^ 2 * (bond 2 a * bond 2 b) := by
    intro a b
    simp [bondSum, Fin.sum_univ_three, vecMulVec_apply]
  -- the four entries
  have e00 : bondSum 0 0 = 3 / 4 := by
    rw [h, w2, w1, b0, b1, b2]
    simp only [cons_val_zero]; ring
  have e01 : bondSum 0 1 = -(3 / 4) * I := by
    rw [h, w2, w1, b0, b1, b2]
    simp only [cons_val_zero, cons_val_one]; linear_combination (-I / 4) * r3
  have e10 : bondSum 1 0 = -(3 / 4) * I := by
    rw [h, w2, w1, b0, b1, b2]
    simp only [cons_val_zero, cons_val_one]; linear_combination (-I / 4) * r3
  have e11 : bondSum 1 1 = -(3 / 4) := by
    rw [h, w2, w1, b0, b1, b2]
    simp only [cons_val_zero, cons_val_one]; linear_combination (-1 / 4) * r3
  rw [Matrix.eta_fin_two bondSum, e00, e01, e10, e11]

/-- The dynamical matrix at K is Hermitian. -/
theorem dynamicalK_isHermitian (k mA mB : ℝ) : (dynamicalK k mA mB).IsHermitian := by
  unfold Matrix.IsHermitian
  rw [dynamicalK, fromBlocks_conjTranspose]
  simp [conjTranspose_smul]

/-- The dynamical matrix at K acting on an arbitrary displacement of the two atoms. -/
theorem dynamicalK_mulVec (k mA mB : ℝ) (a b c d : ℂ) :
    dynamicalK k mA mB *ᵥ displacement a b c d = displacement
      (3 * k / (2 * mA) * a - 3 * k / (4 * (√(mA * mB) : ℝ)) * (c - I * d))
      (3 * k / (2 * mA) * b + 3 * k / (4 * (√(mA * mB) : ℝ)) * (I * c + d))
      (3 * k / (2 * mB) * c - 3 * k / (4 * (√(mA * mB) : ℝ)) * (a + I * b))
      (3 * k / (2 * mB) * d - 3 * k / (4 * (√(mA * mB) : ℝ)) * (I * a - b)) := by
  rw [dynamicalK, fromBlocks_mulVec, intersite, bondSum_eq]
  ext (i | i) <;> fin_cases i <;>
    simp [displacement, Matrix.vecHead, Matrix.vecTail] <;> ring

/-- For A along `(1, i)` and B along `(1, -i)` the two sublattices do not act on each other. -/
theorem dynamicalK_decoupled (k mA mB : ℝ) (a b : ℂ) :
    dynamicalK k mA mB *ᵥ decoupled a b =
      decoupled (3 * k / (2 * mA) * a) (3 * k / (2 * mB) * b) := by
  rw [decoupled, dynamicalK_mulVec, decoupled]
  congr 1 <;> ring_nf <;> rw [Complex.I_sq] <;> ring

/-- For A along `(1, -i)` and B along `(1, i)` the dynamics reduces to a real symmetric
two-by-two problem for the amplitudes. -/
theorem dynamicalK_coupled (k mA mB : ℝ) (a b : ℂ) :
    dynamicalK k mA mB *ᵥ coupled a b = coupled
      (3 * k / (2 * mA) * a - 3 * k / (2 * (√(mA * mB) : ℝ)) * b)
      (3 * k / (2 * mB) * b - 3 * k / (2 * (√(mA * mB) : ℝ)) * a) := by
  rw [coupled, dynamicalK_mulVec, coupled]
  congr 1 <;> ring_nf <;> rw [Complex.I_sq] <;> ring

/-- The four modes at K: A alone along `(1, i)`, B alone along `(1, -i)`, a mode of zero frequency,
and a mode whose squared frequency is the sum of the squared frequencies of the first two modes. -/
theorem valley_modes (k : ℝ) {mA mB : ℝ} (hA : 0 < mA) (hB : 0 < mB) :
    dynamicalK k mA mB *ᵥ decoupled 1 0 = (3 * k / (2 * mA) : ℂ) • decoupled 1 0 ∧
    dynamicalK k mA mB *ᵥ decoupled 0 1 = (3 * k / (2 * mB) : ℂ) • decoupled 0 1 ∧
    dynamicalK k mA mB *ᵥ coupled (√mA : ℝ) (√mB : ℝ) = 0 ∧
    dynamicalK k mA mB *ᵥ coupled (√mB : ℝ) (-(√mA : ℝ)) =
      (3 * k / (2 * mA) + 3 * k / (2 * mB) : ℂ) • coupled (√mB : ℝ) (-(√mA : ℝ)) := by
  have sd : ∀ x a b : ℂ, x • decoupled a b = decoupled (x * a) (x * b) := by
    intro x a b
    ext (i | i) <;> fin_cases i <;> simp [decoupled, displacement] <;> ring
  have sc : ∀ x a b : ℂ, x • coupled a b = coupled (x * a) (x * b) := by
    intro x a b
    ext (i | i) <;> fin_cases i <;> simp [coupled, displacement] <;> ring
  -- write the masses as squares, so that all square roots disappear
  obtain ⟨s, hs, rfl⟩ : ∃ s : ℝ, 0 < s ∧ mA = s ^ 2 :=
    ⟨√mA, Real.sqrt_pos.2 hA, (Real.sq_sqrt hA.le).symm⟩
  obtain ⟨t, ht, rfl⟩ : ∃ t : ℝ, 0 < t ∧ mB = t ^ 2 :=
    ⟨√mB, Real.sqrt_pos.2 hB, (Real.sq_sqrt hB.le).symm⟩
  have e : √(s ^ 2 * t ^ 2) = s * t := by
    rw [← mul_pow, Real.sqrt_sq (by positivity)]
  have hs' : (s : ℂ) ≠ 0 := by exact_mod_cast hs.ne'
  have ht' : (t : ℂ) ≠ 0 := by exact_mod_cast ht.ne'
  rw [Real.sqrt_sq hs.le, Real.sqrt_sq ht.le]
  refine ⟨?_, ?_, ?_, ?_⟩
  · rw [dynamicalK_decoupled, sd, mul_zero, mul_zero]
  · rw [dynamicalK_decoupled, sd, mul_zero, mul_zero]
  · refine Eq.trans ?_ (zero_smul ℂ (coupled (s : ℂ) t))
    rw [dynamicalK_coupled, sc, e]
    congr 1 <;> push_cast <;> field_simp <;> ring
  · rw [dynamicalK_coupled, sc, e]
    congr 1 <;> push_cast <;> field_simp <;> ring

/-- The four modes are mutually orthogonal, with squared norms `2`, `2`, `2(mA + mB)` and
`2(mA + mB)`. -/
theorem modes_orthogonal {mA mB : ℝ} (hA : 0 < mA) (hB : 0 < mB) (i j : Fin 2 ⊕ Fin 2) :
    star (mode mA mB i) ⬝ᵥ mode mA mB j = diagonal
      (Sum.elim ![2, 2] ![2 * (mA + mB : ℂ), 2 * (mA + mB : ℂ)]) i j := by
  have dd : ∀ a b c d : ℂ, star (decoupled a b) ⬝ᵥ decoupled c d
      = 2 * (starRingEnd ℂ a * c + starRingEnd ℂ b * d) := by
    intro a b c d
    simp [decoupled, displacement, dotProduct, Fin.sum_univ_two]
    linear_combination (-(starRingEnd ℂ a * c + starRingEnd ℂ b * d)) * Complex.I_sq
  have cc : ∀ a b c d : ℂ, star (coupled a b) ⬝ᵥ coupled c d
      = 2 * (starRingEnd ℂ a * c + starRingEnd ℂ b * d) := by
    intro a b c d
    simp [coupled, displacement, dotProduct, Fin.sum_univ_two]
    linear_combination (-(starRingEnd ℂ a * c + starRingEnd ℂ b * d)) * Complex.I_sq
  have dc : ∀ a b c d : ℂ, star (decoupled a b) ⬝ᵥ coupled c d = 0 := by
    intro a b c d
    simp [decoupled, coupled, displacement, dotProduct, Fin.sum_univ_two]
    linear_combination (starRingEnd ℂ a * c + starRingEnd ℂ b * d) * Complex.I_sq
  have cd : ∀ a b c d : ℂ, star (coupled a b) ⬝ᵥ decoupled c d = 0 := by
    intro a b c d
    simp [decoupled, coupled, displacement, dotProduct, Fin.sum_univ_two]
    linear_combination (starRingEnd ℂ a * c + starRingEnd ℂ b * d) * Complex.I_sq
  have hs : ((√mA : ℝ) : ℂ) * (√mA : ℝ) = mA := by
    rw [← Complex.ofReal_mul, Real.mul_self_sqrt hA.le]
  have ht : ((√mB : ℝ) : ℂ) * (√mB : ℝ) = mB := by
    rw [← Complex.ofReal_mul, Real.mul_self_sqrt hB.le]
  rcases i with i | i <;> rcases j with j | j <;> fin_cases i <;> fin_cases j <;>
    simp [mode, dd, cc, dc, cd, hs, ht] <;> ring

/-- The secular determinant at K factorises, with roots `0`, `3k/(2mA)`, `3k/(2mB)` and the
sum of the last two. -/
theorem secular_determinant (k : ℝ) {mA mB : ℝ} (hA : 0 < mA) (hB : 0 < mB) (x : ℂ) :
    (x • (1 : Matrix (Fin 2 ⊕ Fin 2) (Fin 2 ⊕ Fin 2) ℂ) - dynamicalK k mA mB).det =
      x * (x - 3 * k / (2 * mA)) * (x - 3 * k / (2 * mB)) *
        (x - (3 * k / (2 * mA) + 3 * k / (2 * mB))) := by
  let ev : Fin 2 ⊕ Fin 2 → ℂ := Sum.elim ![3 * k / (2 * mA), 3 * k / (2 * mB)]
    ![0, 3 * k / (2 * mA) + 3 * k / (2 * mB)]
  let P : Matrix (Fin 2 ⊕ Fin 2) (Fin 2 ⊕ Fin 2) ℂ := Matrix.of fun i j => mode mA mB j i
  have hev : ∀ j, dynamicalK k mA mB *ᵥ mode mA mB j = ev j • mode mA mB j := by
    obtain ⟨h1, h2, h3, h4⟩ := valley_modes k hA hB
    rintro (j | j) <;> fin_cases j
    exacts [h1, h2, h3.trans (zero_smul ℂ _).symm, h4]
  -- the matrix of modes is invertible because the modes are orthogonal and nonzero
  have hP : P.det ≠ 0 := by
    intro h0
    have h : Pᴴ * P = diagonal
        (Sum.elim ![2, 2] ![2 * (mA + mB : ℂ), 2 * (mA + mB : ℂ)]) := by
      ext i j
      exact modes_orthogonal hA hB i j
    have hne : (mA + mB : ℂ) ≠ 0 := by exact_mod_cast (add_pos hA hB).ne'
    have h' := congrArg Matrix.det h
    rw [det_mul, h0, mul_zero, det_diagonal] at h'
    simp [Fintype.prod_sum_type, Fin.prod_univ_two, hne] at h'
  -- in the basis of modes the secular matrix is diagonal
  have hD : (x • (1 : Matrix (Fin 2 ⊕ Fin 2) (Fin 2 ⊕ Fin 2) ℂ) - dynamicalK k mA mB) * P
      = P * diagonal (fun n => x - ev n) := by
    ext i j
    have e : (dynamicalK k mA mB * P) i j = ev j * P i j := congrFun (hev j) i
    rw [Matrix.sub_mul, Matrix.smul_mul, Matrix.one_mul, Matrix.sub_apply, Matrix.smul_apply,
      Matrix.mul_diagonal, e, smul_eq_mul]
    ring
  apply mul_right_cancel₀ hP
  rw [← det_mul, hD, det_mul, det_diagonal, Fintype.prod_sum_type, Fin.prod_univ_two,
    Fin.prod_univ_two]
  simp only [ev, Sum.elim_inl, Sum.elim_inr, cons_val_zero, cons_val_one]
  ring

/-- For positive masses, the function `angularMomentum` takes the values `1`, `-1`, `(mB - mA)/(mA +
mB)` and `(mA - mB)/(mA + mB)` on the four modes. -/
theorem mode_angularMomentum {mA mB : ℝ} (hA : 0 < mA) (hB : 0 < mB) :
    angularMomentum (decoupled 1 0) = 1 ∧ angularMomentum (decoupled 0 1) = -1 ∧
    angularMomentum (coupled (√mA : ℝ) (√mB : ℝ)) = (mB - mA) / (mA + mB) ∧
    angularMomentum (coupled (√mB : ℝ) (-(√mA : ℝ))) = (mA - mB) / (mA + mB) := by
  have hc : ∀ a b : ℝ, angularMomentum (coupled a b) = (b ^ 2 - a ^ 2) / (a ^ 2 + b ^ 2) := by
    intro a b
    rw [← mul_div_mul_left (b ^ 2 - a ^ 2) (a ^ 2 + b ^ 2) (two_ne_zero' ℝ), angularMomentum]
    congr 1 <;> simp [coupled, displacement, Fin.sum_univ_two, Complex.normSq_apply] <;> ring
  refine ⟨?_, ?_, ?_, ?_⟩
  · norm_num [angularMomentum, decoupled, displacement, Fin.sum_univ_two]
  · norm_num [angularMomentum, decoupled, displacement, Fin.sum_univ_two]
  · rw [hc, Real.sq_sqrt hA.le, Real.sq_sqrt hB.le]
  · rw [← Complex.ofReal_neg, hc, neg_sq, Real.sq_sqrt hA.le, Real.sq_sqrt hB.le, add_comm mB]

/-- For a nonzero spring constant the two single-sublattice levels at K coincide exactly when
the masses are equal. -/
theorem levels_cross_iff {k mA mB : ℝ} (hk : k ≠ 0) (hA : 0 < mA) (hB : 0 < mB) :
    3 * k / (2 * mA) = 3 * k / (2 * mB) ↔ mA = mB := by
  constructor
  · intro h
    rw [div_eq_div_iff (by positivity) (by positivity)] at h
    apply mul_left_cancel₀ hk
    linarith
  · rintro rfl
    rfl

end

end HoneycombValleyPhonons
```

```lean
#print axioms HoneycombValleyPhonons.dynamicalK_isHermitian
#print axioms HoneycombValleyPhonons.secular_determinant
#print axioms HoneycombValleyPhonons.mode_angularMomentum
#print axioms HoneycombValleyPhonons.levels_cross_iff
```

```
'HoneycombValleyPhonons.dynamicalK_isHermitian' depends on axioms: [propext, Classical.choice, Quot.sound]
'HoneycombValleyPhonons.secular_determinant' depends on axioms: [propext, Classical.choice, Quot.sound]
'HoneycombValleyPhonons.mode_angularMomentum' depends on axioms: [propext, Classical.choice, Quot.sound]
'HoneycombValleyPhonons.levels_cross_iff' depends on axioms: [propext, Classical.choice, Quot.sound]
```

## The matrix at K and its four levels

Let $k$ be the spring constant, $m_A$ and $m_B$ the masses, and $d_j$ the unit vector at angle $2\pi j/3$, with $j=0,1,2$. These are `bond j`. The phase $w=e^{2\pi i/3}$ is `valleyPhase`, and the two sublattices are coupled by

$$D_{AB}=-\frac{k}{\sqrt{m_Am_B}}\sum_{j=0}^{2} w^j d_jd_j^T ,$$

which is `intersite`. The full matrix $D$, in Lean `dynamicalK`, has $D_{AB}^\dagger$ as its other off-diagonal block. Its diagonal blocks are $3k/(2m_A)$ and $3k/(2m_B)$ times the identity matrix $I$, because $\sum_j d_jd_j^T=\tfrac32 I$ (in the Lean code, `I` is the imaginary unit instead); the file enters these blocks in their final form.

The index type `Fin 2 ⊕ Fin 2` lists $x,y$ on A and then $x,y$ on B. The vectors are mass-weighted displacements, that is, actual displacements multiplied by the square root of the mass. Eigenvalues are therefore squared frequencies. Write

$$\alpha=\frac{3k}{2m_A},\qquad \beta=\frac{3k}{2m_B}.$$

For positive masses, `valley_modes` gives these eigenvectors, shown here normalised:

| Motion of A; motion of B | Eigenvalue | Angular momentum$/\hbar$ |
|---|---|---|
| $(1,i)/\sqrt2$; at rest | $\alpha$ | $1$ |
| at rest; $(1,-i)/\sqrt2$ | $\beta$ | $-1$ |
| $\sqrt{m_A}\,(1,-i)/N$; $\sqrt{m_B}\,(1,i)/N$ | $0$ | $(m_B-m_A)/(m_A+m_B)$ |
| $\sqrt{m_B}\,(1,-i)/N$; $-\sqrt{m_A}\,(1,i)/N$ | $\alpha+\beta$ | $(m_A-m_B)/(m_A+m_B)$ |

Here $N=\sqrt{2(m_A+m_B)}$. The theorem `secular_determinant` shows that these levels are the whole spectrum, with multiplicities: for every complex $x$,

$$\det(xI-D)=x(x-\alpha)(x-\beta)(x-\alpha-\beta).$$

The spring constant may be any real number in these statements, although real frequencies need $k\ge0$. For $k\ne0$, `levels_cross_iff` says that $\alpha=\beta$ exactly when the masses are equal.

## Circular motion and the missing restoring force

With time dependence $e^{-i\omega t}$, the polarisation $(1,i)$ is counterclockwise circular motion and $(1,-i)$ is clockwise. The function `angularMomentum` adds $2\,\mathrm{Im}(u_x^*u_y)$ over the two atoms and divides by the squared norm, so it does not depend on how the mode is normalised. For the zero-frequency mode the number describes the polarisation only, since there is no oscillator quantum to carry it.

The zero level comes from keeping only nearest-neighbour central springs that carry no tension at rest: the three bonds per cell impose three linear conditions on four displacement components, so some nonzero displacement stretches no bond. In actual displacements, its A atom moves along $(1,-i)$ and its B atom along $(1,i)$ with equal amplitude. Since $d_j\cdot(1,-i)=w^{-j}$ and $w^j\,d_j\cdot(1,i)=w^{2j}=w^{-j}$, no bond changes length to first order.

The model contains no bond bending, longer-range forces, out-of-plane motion or anharmonicity, and the theorems treat no wavevector other than K. At the opposite corner K′ the bond phases, and with them the matrix, are complex-conjugated: the four levels stay the same, and every circular motion and angular momentum is reversed. Within this harmonic nearest-neighbour model, the four levels give a lattice-dynamics program exact values to compare with at K.

## From the bond sum to two small problems

The bond vectors are $d_0=(1,0)$ and $d_{1,2}=(-\tfrac12,\pm\tfrac{\sqrt3}{2})$. Using $w+w^2=-1$ and $w-w^2=i\sqrt3$, the entries of the phased sum are

$$\begin{aligned}
xx&:\quad 1+\tfrac14(w+w^2)=\tfrac34,\\
xy=yx&:\quad -\tfrac{\sqrt3}{4}(w-w^2)=-\tfrac{3i}{4},\\
yy&:\quad \tfrac34(w+w^2)=-\tfrac34 .
\end{aligned}$$

Thus $\sum_j w^jd_jd_j^T=\tfrac34M$ with $M=\begin{pmatrix}1&-i\\-i&-1\end{pmatrix}$. This is `bondSum_eq`, which evaluates the sines and cosines and then each entry, using $(\sqrt3)^2=3$. Direct multiplication gives

$$M\binom{1}{-i}=0,\quad M^\dagger\binom{1}{i}=0,\quad
M\binom{1}{i}=2\binom{1}{-i},\quad M^\dagger\binom{1}{-i}=2\binom{1}{i}.$$

The first two equations say that B moving along $(1,-i)$ exerts no force on A, and that A moving along $(1,i)$ exerts none on B. Only the diagonal blocks remain, which gives the levels $\alpha$ and $\beta$. In Lean, `dynamicalK_mulVec` computes the action on a general displacement, and `dynamicalK_decoupled` specialises it to this family.

The last two equations cover the other family, in which A moves as $a(1,-i)$ and B as $b(1,i)$. The amplitudes obey

$$\binom{a}{b}\mapsto
\begin{pmatrix}\alpha&-\gamma\\-\gamma&\beta\end{pmatrix}\binom{a}{b},
\qquad \gamma=\frac{3k}{2\sqrt{m_Am_B}},$$

as `dynamicalK_coupled` states. Since $\gamma^2=\alpha\beta$, the determinant vanishes and the trace is $\alpha+\beta$, so the eigenvalues are $0$ and $\alpha+\beta$. Substitution confirms the amplitudes $(\sqrt{m_A},\sqrt{m_B})$ and $(\sqrt{m_B},-\sqrt{m_A})$. The proof of `valley_modes` makes this substitution after writing $m_A=s^2$ and $m_B=t^2$ with $s,t>0$; `field_simp` and `ring` then finish the algebra.

For the determinant, `modes_orthogonal` computes all inner products of the unnormalised modes. The squared norms are $2$, $2$, $2(m_A+m_B)$ and $2(m_A+m_B)$, and the other products vanish. The matrix $P$ with the modes as columns is therefore invertible. If $\Lambda$ is the diagonal matrix of eigenvalues, then $(xI-D)P=P(xI-\Lambda)$. Taking determinants and cancelling $\det P$ gives the factorisation.

The angular momenta follow by inserting the modes. An A-only or B-only mode gives $\pm2/2$, and a coupled mode with real amplitudes gives $(b^2-a^2)/(a^2+b^2)$, the auxiliary formula `hc` in `mode_angularMomentum`. Hermiticity, proved in `dynamicalK_isHermitian`, follows from the real diagonal blocks and the adjoint pair off the diagonal. The level-crossing criterion follows by clearing denominators in $\alpha=\beta$ and cancelling $k$.
